# The mixed second-order energy of a nondegenerate level under two perturbations

Take two levels with energies $0$ and $1$ and add two perturbations of strengths $a$ and $b$, both proportional to the Pauli matrix $\sigma_x$, so that $H=\mathrm{diag}(0,1)+(a+b)\sigma_x$. The lower eigenvalue is $\tfrac12\big(1-\sqrt{1+4(a+b)^2}\big)=-(a+b)^2+\dots$, and its $ab$ coefficient is $-2$. Two shortcuts miss this value. The expectation value of the part of $H$ that is bilinear in $a$ and $b$ gives $0$, since this $H$ has no such part. The one-parameter second-order formula, with one of its two matrix elements taken from each perturbation, gives $-1$. The correct coefficient is the expectation value plus a sum over states that contains both orderings of the perturbations.

With $a$ a component of the external field and $b$ a component of a nuclear magnetic moment, or with $a$ and $b$ components of the moments of two different nuclei, such $ab$ coefficients of the electronic energy give, up to constant factors, the shielding and indirect coupling parameters of an NMR spin Hamiltonian, here for a nondegenerate level in a finite basis of unperturbed eigenstates. The formula has the shape of Ramsey's diamagnetic and paramagnetic terms, but its matrices are arbitrary: magnetic operators, the gauge origin and continuum states do not appear.

## The derivation by hand

Basis vectors $e_i$ have unperturbed energies $E_i$, and $o$ labels the reference level. With $H_0=\mathrm{diag}(E_i)$, matrices $V,W,X$, vectors $u,v,w$ and numbers $\mathcal E_a,\mathcal E_b,\mathcal E_{ab}$, set

$$H=H_0+aV+bW+abX,\qquad \psi=e_o+au+bv+ab\,w,\qquad \mathcal E=E_o+a\mathcal E_a+b\mathcal E_b+ab\,\mathcal E_{ab}.$$

Multiply out component $i$ of $H\psi=\mathcal E\psi$, discard everything containing $a^2$ or $b^2$, and compare coefficients. Order $1$ reads $E_i\delta_{io}=E_o\delta_{io}$, with $\delta$ the Kronecker symbol, and always holds. The orders $a$, $b$ and $ab$ give

$$E_iu_i+V_{io}=E_ou_i+\mathcal E_a\delta_{io},\tag{A}$$
$$E_iv_i+W_{io}=E_ov_i+\mathcal E_b\delta_{io},\tag{B}$$
$$E_iw_i+(Vv)_i+(Wu)_i+X_{io}=E_ow_i+\mathcal E_av_i+\mathcal E_bu_i+\mathcal E_{ab}\delta_{io}.\tag{AB}$$

Step 1. Row $o$ of (A) and (B): the terms with $E_o$ cancel, leaving $\mathcal E_a=V_{oo}$ and $\mathcal E_b=W_{oo}$.

Step 2. Row $k\ne o$ of (A) reads $(E_o-E_k)u_k=V_{ko}$. If $E_k\neq E_o$, then $u_k=V_{ko}/(E_o-E_k)$, and likewise $v_k=W_{ko}/(E_o-E_k)$.

Step 3. Row $o$ of (AB): $E_ow_o$ cancels, and with the eigenvector normalised so that $u_o=v_o=0$, what remains is $\mathcal E_{ab}=X_{oo}+(Vv)_o+(Wu)_o$.

Step 4. In $(Vv)_o=\sum_kV_{ok}v_k$ and $(Wu)_o=\sum_kW_{ok}u_k$ the term $k=o$ vanishes. Inserting step 2,

$$\mathcal E_{ab}=X_{oo}+\sum_{k\ne o}\frac{V_{ok}W_{ko}+W_{ok}V_{ko}}{E_o-E_k}.$$

## A finite basis over a field

```lean
import Mathlib

open Matrix TrivSqZeroExt

namespace MixedSecondOrderEnergy

variable {K : Type*} [Field K] {n : Type*} [Fintype n] [DecidableEq n]
```

The type `n` indexes finitely many states, and all energies and matrix elements lie in a field `K`, for instance the real or complex numbers. Finiteness makes the matrix products finite sums, and the field supplies the division in step 2. No complex conjugation occurs and no matrix is assumed Hermitian; for Hermitian $V$ and $W$ the numerator equals $2\,\mathrm{Re}(V_{ok}W_{ko})$. A single state is allowed: the sum is then empty and $\mathcal E_{ab}=X_{oo}$.

## Truncation modulo $a^2$ and $b^2$

Physically, each perturbation is followed to first order only, while their product is kept. By hand this is the discarding of terms before (A), (B), (AB). In Lean it is built into the ring `Series K` in which $H$, $\psi$ and $\mathcal E$ have their entries.

```lean
/-- Expansions in two perturbation parameters `a`, `b` modulo `a²` and `b²`. -/
abbrev Series (K : Type*) [Field K] := DualNumber (DualNumber K)

/-- The perturbation parameter `a`. -/
def pa : Series K := inl DualNumber.eps

/-- The perturbation parameter `b`. -/
def pb : Series K := DualNumber.eps

/-- The expansion with coefficients `x0, x1, x2, x3` at orders `1, a, b, ab`. -/
def jet (x0 x1 x2 x3 : K) : Series K := inl (inl x0 + inr x1) + inr (inl x2 + inr x3)
```

The proof turns on this ring. Mathlib's `DualNumber` over a commutative ring $R$ is the case of `TrivSqZeroExt` in which $R$ is extended by a second copy of itself. Its elements are pairs $(x,y)$, read by `fst` and `snd`, with product $(x,y)(x',y')=(xx',\,xy'+yx')$. The maps `inl` and `inr` send $x$ to $(x,0)$ and $y$ to $(0,y)$, and `DualNumber.eps` is $(0,1)$, whose square is zero. The dual numbers again form a commutative ring, so the construction can be applied twice. The outer `DualNumber.eps` is $b$ (`pb`), and the inner one, embedded by `inl`, is $a$ (`pa`). An element `z` has four coordinates, `z.fst.fst`, `z.fst.snd`, `z.snd.fst` and `z.snd.snd`, the coefficients of $1$, $a$, $b$ and $ab$, and `jet` assembles an element from them. Truncation happens inside the multiplication, so $H\psi=\mathcal E\psi$ can be stated with the ordinary matrix–vector product. The ring has zero divisors, and every division is carried out later in `K`.

Without the truncation there would be further equations, at orders $a^2$, $b^2$, $a^2b$ and so on, but a term containing $a^2$ or $b^2$ never contributes to the coefficient of $ab$. The parameters are formal: convergence, and the reading of $\mathcal E_{ab}$ as the derivative $\partial^2\mathcal E/\partial a\,\partial b$ of an actual eigenvalue branch, are not treated.

## A diagonal $H_0$

```lean
/-- The Hamiltonian `H0 + aV + bW + abX` with `H0` diagonal with entries `E`. -/
def hamiltonian (E : n → K) (V W X : Matrix n n K) : Matrix n n (Series K) :=
  Matrix.of fun i j => jet (diagonal E i j) (V i j) (W i j) (X i j)

/-- The state `e_o + a u + b v + ab w`. -/
def state (o : n) (u v w : n → K) : n → Series K :=
  fun i => jet ((Pi.single o 1 : n → K) i) (u i) (v i) (w i)

/-- The sum-over-states vector with components `y_k / (E_o - E_k)` for `k ≠ o` and `0` at `o`. -/
def resolvent (E : n → K) (o : n) (y : n → K) : n → K :=
  fun k => if k = o then 0 else y k / (E o - E k)

/-- The mixed coefficient `X_oo + ∑_{k ≠ o} (V_ok W_ko + W_ok V_ko) / (E_o - E_k)`. -/
def mixedEnergy (E : n → K) (V W X : Matrix n n K) (o : n) : K :=
  X o o + ∑ k ∈ Finset.univ.erase o, (V o k * W k o + W o k * V k o) / (E o - E k)
```

The basis consists of eigenstates of the unperturbed problem. This is part of the definition of `hamiltonian`, whose zeroth-order entry is `diagonal E i j`, and `Pi.single o 1` in `state` is $e_o$. The vector `resolvent E o y` has components $y_k/(E_o-E_k)$ for $k\neq o$ and $0$ at $o$, which is the outcome of step 2, and `mixedEnergy` is the right-hand side of step 4, with `Finset.univ.erase o` the set of all $k\ne o$. By hand, diagonality decouples the rows in step 2 and produces the cancellations in steps 1 and 3. If $e_o$ were only a right eigenvector of a non-diagonal $H_0$, row $o$ of (AB) would keep the term $(H_0w)_o-E_ow_o$, and $w$ would enter the energy.

## The eigenvalue equation

The equation $H\psi=\mathcal E\psi$ over `Series K` is the hypothesis that ties the unknown coefficients to the matrices; without it they are arbitrary. Four lemmas let it be read order by order.

```lean
/-- The parameters satisfy `a² = b² = 0`, and `jet` is `x0 + a x1 + b x2 + ab x3`. -/
theorem jet_eq (x0 x1 x2 x3 : K) :
    (pa : Series K) * pa = 0 ∧ (pb : Series K) * pb = 0 ∧
    jet x0 x1 x2 x3 = inl (inl x0) + pa * inl (inl x1) + pb * inl (inl x2)
      + pa * pb * inl (inl x3) := by
  refine ⟨?_, ?_, ?_⟩ <;>
    refine TrivSqZeroExt.ext (TrivSqZeroExt.ext ?_ ?_) (TrivSqZeroExt.ext ?_ ?_) <;>
    simp [jet, pa, pb]

/-- Two expansions agree exactly when they agree order by order. -/
theorem jet_inj {x0 x1 x2 x3 y0 y1 y2 y3 : K} :
    jet x0 x1 x2 x3 = jet y0 y1 y2 y3 ↔ x0 = y0 ∧ x1 = y1 ∧ x2 = y2 ∧ x3 = y3 := by
  constructor
  · intro h
    refine ⟨?_, ?_, ?_, ?_⟩
    · simpa [jet] using congrArg (fun z : Series K => z.fst.fst) h
    · simpa [jet] using congrArg (fun z : Series K => z.fst.snd) h
    · simpa [jet] using congrArg (fun z : Series K => z.snd.fst) h
    · simpa [jet] using congrArg (fun z : Series K => z.snd.snd) h
  · rintro ⟨rfl, rfl, rfl, rfl⟩
    rfl

/-- The product of two expansions, collected by order. -/
theorem jet_mul (x0 x1 x2 x3 y0 y1 y2 y3 : K) :
    jet x0 x1 x2 x3 * jet y0 y1 y2 y3 = jet (x0 * y0) (x0 * y1 + x1 * y0) (x0 * y2 + x2 * y0)
      (x0 * y3 + x1 * y2 + x2 * y1 + x3 * y0) := by
  refine TrivSqZeroExt.ext (TrivSqZeroExt.ext ?_ ?_) (TrivSqZeroExt.ext ?_ ?_)
  all_goals simp [jet]
  all_goals ring

omit [Fintype n] [DecidableEq n] in
/-- Finite sums of expansions are taken order by order. -/
theorem jet_sum (s : Finset n) (f0 f1 f2 f3 : n → K) :
    ∑ j ∈ s, jet (f0 j) (f1 j) (f2 j) (f3 j)
      = jet (∑ j ∈ s, f0 j) (∑ j ∈ s, f1 j) (∑ j ∈ s, f2 j) (∑ j ∈ s, f3 j) := by
  refine TrivSqZeroExt.ext (TrivSqZeroExt.ext ?_ ?_) (TrivSqZeroExt.ext ?_ ?_) <;>
    simp [jet, fst_sum, snd_sum]
```

The lemma `jet_eq` certifies the model: $a^2=b^2=0$, and `jet x0 x1 x2 x3` is $x_0+ax_1+bx_2+ab\,x_3$. Then `jet_inj` is the comparison of coefficients, `jet_mul` the truncated product, whose $ab$ coefficient $x_0y_3+x_1y_2+x_2y_1+x_3y_0$ is the source of the two orderings, and `jet_sum` takes sums order by order. For `jet_eq`, `jet_mul` and `jet_sum`, `TrivSqZeroExt.ext` applied at both levels splits an equation into its four coordinates; `jet_inj` projects on them with `congrArg`.

```lean
/-- `H ψ = E ψ` modulo `a², b²` holds exactly when the Rayleigh–Schrödinger equations at
orders `a`, `b` and `ab` hold in every component. -/
theorem solves_iff (E : n → K) (V W X : Matrix n n K) (o : n) (u v w : n → K) (Ea Eb Eab : K) :
    hamiltonian E V W X *ᵥ state o u v w = jet (E o) Ea Eb Eab • state o u v w ↔
      (∀ i, E i * u i + V i o = E o * u i + Ea * (Pi.single o 1 : n → K) i) ∧
      (∀ i, E i * v i + W i o = E o * v i + Eb * (Pi.single o 1 : n → K) i) ∧
      (∀ i, E i * w i + (V *ᵥ v) i + (W *ᵥ u) i + X i o
        = E o * w i + Ea * v i + Eb * u i + Eab * (Pi.single o 1 : n → K) i) := by
  -- action of `H0` on any vector, and of any matrix on `e_o`
  have hd : ∀ (y : n → K) (i : n), ∑ j, diagonal E i j * y j = E i * y i :=
    fun y i => mulVec_diagonal E y i
  have he : ∀ (A : Matrix n n K) (i : n), ∑ j, A i j * (Pi.single o 1 : n → K) j = A i o := by
    intro A i
    simp [Pi.single_apply]
  have hL : ∀ i, (hamiltonian E V W X *ᵥ state o u v w) i
      = jet (diagonal E i o) (E i * u i + V i o) (E i * v i + W i o)
        (E i * w i + (V *ᵥ v) i + (W *ᵥ u) i + X i o) := by
    intro i
    simp only [mulVec, dotProduct, hamiltonian, state, of_apply, jet_mul, jet_sum,
      Finset.sum_add_distrib]
    rw [he (diagonal E) i, he V i, he W i, he X i, hd u i, hd v i, hd w i]
  -- the zeroth-order equation always holds
  have h0 : ∀ i, diagonal E i o = E o * (Pi.single o 1 : n → K) i := by
    intro i
    by_cases h : i = o
    · subst h; simp
    · simp [h]
  rw [funext_iff]
  simp only [hL, Pi.smul_apply, smul_eq_mul]
  simp only [state, jet_mul, jet_inj, h0, true_and, forall_and]
```

The theorem `solves_iff` says that the equation holds if and only if (A), (B) and (AB) hold for every $i$, with `Ea`, `Eb`, `Eab` for $\mathcal E_a,\mathcal E_b,\mathcal E_{ab}$. Diagonality enters through `hd`, which is $(H_0y)_i=E_iy_i$, and `h0`, the order-$1$ equation. The step `he` picks column $o$ of a matrix, `hL` collects $(H\psi)_i$ as one `jet`, and the last line expands $\mathcal E\psi$ and compares coefficients.

## Nondegeneracy of the reference level

The hypothesis `hE : ∀ k, k ≠ o → E k ≠ E o` says that no other state shares the energy $E_o$. Degeneracies among the other levels are allowed, and $o$ need not be the ground state. A Kramers doublet as reference level is excluded. By hand the hypothesis is used once, in the division of step 2.

```lean
omit [Fintype n] in
/-- First order: if `E_o` is nondegenerate and `u_o = 0`, the equations
`E_i u_i + y_i = E_o u_i + E_a δ_io` for a source vector `y` hold for all `i` exactly
when `E_a = y_o` and `u_k = y_k / (E_o - E_k)` for `k ≠ o`. -/
theorem first_order {E : n → K} {o : n} (hE : ∀ k, k ≠ o → E k ≠ E o) (y u : n → K) (Ea : K)
    (hu : u o = 0) :
    (∀ i, E i * u i + y i = E o * u i + Ea * (Pi.single o 1 : n → K) i) ↔
      Ea = y o ∧ u = resolvent E o y := by
  constructor
  · intro h
    refine ⟨by simpa using (h o).symm, funext fun k => ?_⟩
    by_cases hk : k = o
    · simp [resolvent, hk, hu]
    · have h1 := h k
      rw [Pi.single_eq_of_ne hk] at h1
      rw [resolvent, if_neg hk, eq_div_iff (sub_ne_zero.mpr (hE k hk).symm)]
      linear_combination -h1
  · rintro ⟨rfl, rfl⟩ k
    by_cases hk : k = o
    · subst hk; simp
    · have hne : E o - E k ≠ 0 := sub_ne_zero.mpr (hE k hk).symm
      have h1 : y k / (E o - E k) * (E o - E k) = y k := div_mul_cancel₀ _ hne
      rw [Pi.single_eq_of_ne hk, resolvent, if_neg hk]
      linear_combination -h1
```

The lemma `first_order` covers steps 1 and 2 for a general source vector $y$ in place of the column $V_{io}$: given $u_o=0$, an equation of type (A) holds if and only if $\mathcal E_a=y_o$ and $u$ is `resolvent E o y`. Row $o$ gives the energy by `simpa`. For $k\ne o$, `hE` provides the nonzero denominator that `eq_div_iff` needs in one direction and `div_mul_cancel₀` in the other, and `linear_combination -h1` rearranges row $k$.

The counterexamples and relaxations in this note were worked out on paper and are not among the theorems. Take two states $0,1$ with $E_0=E_1=0$ and $o=0$. For $V=\sigma_x$, row $1$ of (A) reads $1=0$, so there is no solution: at $b=0$ the eigenvalues are $\pm a$, with eigenvectors $e_0\pm e_1$, and $e_0$ is the wrong starting vector. For $W=X=0$ and the non-Hermitian $V$ whose only nonzero entry is $V_{01}=1$, every value of $v_1$ solves the equations with $\mathcal E_{ab}=v_1$, so the coefficient is undetermined. A Hermitian $V$ does not allow this, because row $1$ of (A) then requires $V_{10}=0$ and hence $V_{01}=0$. Lean sets division by zero to $0$, so `mixedEnergy` still returns a value at a degeneracy, and under `hE` that convention is never invoked.

## The normalisation $u_o=v_o=0$

An eigenvector can be rescaled by any factor $1+\alpha a+\beta b+\gamma ab$ with numbers $\alpha,\beta,\gamma$. The hypotheses `hu : u o = 0` and `hv : v o = 0` fix $\alpha$ and $\beta$, that is, the first-order norm and phase. By hand they are used in steps 3 and 4.

```lean
/-- Mixed second-order energy: if `E_o` is nondegenerate, `u_o = v_o = 0` and `H ψ = E ψ` modulo
`a², b²`, then `E_a = V_oo`, `E_b = W_oo` and
`E_ab = X_oo + ∑_{k ≠ o} (V_ok W_ko + W_ok V_ko) / (E_o - E_k)`. -/
theorem mixed_energy {E : n → K} {V W X : Matrix n n K} {o : n} {u v w : n → K} {Ea Eb Eab : K}
    (hE : ∀ k, k ≠ o → E k ≠ E o) (hu : u o = 0) (hv : v o = 0)
    (h : hamiltonian E V W X *ᵥ state o u v w = jet (E o) Ea Eb Eab • state o u v w) :
    Ea = V o o ∧ Eb = W o o ∧ Eab = mixedEnergy E V W X o := by
  obtain ⟨ha, hb, hab⟩ := (solves_iff E V W X o u v w Ea Eb Eab).mp h
  obtain ⟨hEa, hu'⟩ := (first_order hE (fun i => V i o) u Ea hu).mp ha
  obtain ⟨hEb, hv'⟩ := (first_order hE (fun i => W i o) v Eb hv).mp hb
  refine ⟨hEa, hEb, ?_⟩
  -- project the order-`ab` equation on `e_o`
  have h1 := hab o
  rw [hu, hv, Pi.single_eq_same] at h1
  have h2 : (V *ᵥ v) o + (W *ᵥ u) o
      = ∑ k ∈ Finset.univ.erase o, (V o k * W k o + W o k * V k o) / (E o - E k) := by
    simp only [mulVec, dotProduct]
    rw [← Finset.sum_add_distrib, ← Finset.add_sum_erase _ _ (Finset.mem_univ o), hu, hv,
      mul_zero, mul_zero, add_zero, zero_add]
    refine Finset.sum_congr rfl fun k hk => ?_
    have hk' := Finset.ne_of_mem_erase hk
    rw [hu', hv']
    simp only [resolvent, if_neg hk']
    ring
  rw [mixedEnergy]
  linear_combination h2 - h1
```

In words, `mixed_energy` states: if $E_o$ is nondegenerate, $u_o=v_o=0$, and $H\psi=\mathcal E\psi$ modulo $a^2,b^2$, then $\mathcal E_a=V_{oo}$, $\mathcal E_b=W_{oo}$, and $\mathcal E_{ab}$ equals `mixedEnergy E V W X o`. The proof obtains (A), (B), (AB) from `solves_iff` and applies `first_order` to column $o$ of $V$ and of $W$, which is the first use of `hu` and `hv`. The statement `h1` is row $o$ of (AB), with `hu` and `hv` removing $\mathcal E_bu_o$ and $\mathcal E_av_o$. The statement `h2` is step 4: `Finset.add_sum_erase` splits off the term $k=o$, which `hu` and `hv` make zero, and the resolvent components are inserted in the rest. Finally `linear_combination h2 - h1` eliminates $(Vv)_o+(Wu)_o$, and $E_ow_o$ cancels along the way.

Without these two hypotheses $u_o$ and $v_o$ are free, so $u$ and $v$ are no longer the resolvent vectors. The energy would not change: row $o$ of (AB) gains $V_{oo}v_o+W_{oo}u_o$ on the left and $\mathcal E_av_o+\mathcal E_bu_o$ on the right, and these agree by step 1.

## No condition on $w_o$

Full intermediate normalisation would also set $w_o=0$. The theorem `mixed_energy` does not assume it, because $w$ enters row $o$ of (AB) only through the cancelling term. The condition appears instead as a conclusion of the converse.

```lean
/-- For nondegenerate `E_o` there are corrections with `u_o = v_o = w_o = 0` solving
`H ψ = E ψ` modulo `a², b²` with `E_a = V_oo`, `E_b = W_oo` and `E_ab` the mixed coefficient. -/
theorem exists_solution {E : n → K} (V W X : Matrix n n K) {o : n}
    (hE : ∀ k, k ≠ o → E k ≠ E o) :
    ∃ u v w : n → K, u o = 0 ∧ v o = 0 ∧ w o = 0 ∧
      hamiltonian E V W X *ᵥ state o u v w
        = jet (E o) (V o o) (W o o) (mixedEnergy E V W X o) • state o u v w := by
  obtain ⟨u, hu'⟩ : ∃ u, u = resolvent E o fun i => V i o := ⟨_, rfl⟩
  obtain ⟨v, hv'⟩ : ∃ v, v = resolvent E o fun i => W i o := ⟨_, rfl⟩
  -- source term of the order-`ab` equation
  obtain ⟨y, hy⟩ : ∃ y : n → K, y = fun i =>
    (V *ᵥ v) i + (W *ᵥ u) i + X i o - V o o * v i - W o o * u i := ⟨_, rfl⟩
  have hu : u o = 0 := by simp [hu', resolvent]
  have hv : v o = 0 := by simp [hv', resolvent]
  have hw : resolvent E o y o = 0 := by simp [resolvent]
  have h : hamiltonian E V W X *ᵥ state o u v (resolvent E o y)
      = jet (E o) (V o o) (W o o) (y o) • state o u v (resolvent E o y) := by
    refine (solves_iff E V W X o u v _ _ _ _).mpr
      ⟨(first_order hE (fun i => V i o) u _ hu).mpr ⟨rfl, hu'⟩,
       (first_order hE (fun i => W i o) v _ hv).mpr ⟨rfl, hv'⟩, fun i => ?_⟩
    have h1 := (first_order hE y _ (y o) hw).mpr ⟨rfl, rfl⟩ i
    have h2 := congrFun hy i
    linear_combination h1 - h2
  refine ⟨u, v, resolvent E o y, hu, hv, hw, ?_⟩
  rw [← (mixed_energy hE hu hv h).2.2]
  exact h
```

The theorem `exists_solution` assumes only `hE` and yields $u,v,w$ with $u_o=v_o=w_o=0$ that solve the equation with the stated energy coefficients. Once $u$ and $v$ are the resolvent vectors, (AB) takes the form of (A) with unknown $w$ and source $y_i=(Vv)_i+(Wu)_i+X_{io}-V_{oo}v_i-W_{oo}u_i$. So `first_order`, read from right to left, is applied three times, the third giving $w$ as `resolvent E o y` with $\mathcal E_{ab}=y_o$. Applying `mixed_energy` to this solution identifies $y_o$ with `mixedEnergy`.

```lean
/-- Two levels with energies `0, 1`, `V = W = σx` and `X = 0`: the state
`e_0 - a e_1 - b e_1` solves the equation with energy `-2ab`. -/
theorem mixed_energy_witness :
    hamiltonian ![(0 : ℝ), 1] !![0, 1; 1, 0] !![0, 1; 1, 0] 0 *ᵥ state 0 ![0, -1] ![0, -1] 0
      = jet ((![0, 1] : Fin 2 → ℝ) 0) 0 0 (-2) • state 0 ![0, -1] ![0, -1] 0 := by
  rw [solves_iff]
  refine ⟨fun i => ?_, fun i => ?_, fun i => ?_⟩
  all_goals fin_cases i
  all_goals simp [mulVec, dotProduct, Fin.sum_univ_succ]
  all_goals norm_num

end MixedSecondOrderEnergy
```

The theorem `mixed_energy_witness` is the opening example over the reals: $E=(0,1)$, $V=W=\sigma_x$, $X=0$, $o=0$, with $\psi=e_0-(a+b)e_1$, $w=0$ and $\mathcal E=-2ab$. Its proof passes to (A), (B), (AB) and evaluates both rows of each. The formula gives the same value, $(1\cdot1+1\cdot1)/(0-1)=-2$. This $\psi$ is not a unit vector, since $\langle\psi|\psi\rangle=1+2ab$ modulo $a^2,b^2$. The normalised state is $(1-ab)\,e_0-(a+b)\,e_1$, which has $u_0=v_0=0$ and $w_0=-1$, a form that `mixed_energy` admits because $w_o$ is unrestricted.

```lean
#print axioms MixedSecondOrderEnergy.jet_eq
#print axioms MixedSecondOrderEnergy.mixed_energy
#print axioms MixedSecondOrderEnergy.exists_solution
```

```
'MixedSecondOrderEnergy.jet_eq' depends on axioms: [propext, Quot.sound]
'MixedSecondOrderEnergy.mixed_energy' depends on axioms: [propext, Classical.choice, Quot.sound]
'MixedSecondOrderEnergy.exists_solution' depends on axioms: [propext, Classical.choice, Quot.sound]
```
